# Hydrogen's bound-level partition function diverges as the cube of the level cutoff at every positive temperature

Q: You keep hydrogen's levels $n = 1, \dots, N$, leave each energy at its isolated-atom value, and then let $N$ grow without limit. In a real gas the neighbours disturb the high levels long before that. What physics survives in such a model?

A: The model shows what the isolated-atom spectrum gives when nothing removes the high levels. The cutoff $N$ stands for whatever does remove them, for instance neighbours closer than the size of the orbital, which grows as $n^2$. For each finite $N$ the partition function is an ordinary finite sum, so we can ask whether it settles down as $N$ increases. It doesn't, and neither do the populations approach a usable distribution.

```lean
import Mathlib

open Filter Topology

namespace HydrogenPartitionFunction

noncomputable section
```

Q: Which energies go in, and where is their zero?

A: The energy of level $n$ is $E_n = -R/n^2$, where $R > 0$ is the Rydberg energy, the binding energy of the ground level. The zero is the ionisation threshold. This spectrum is put in as a definition; it isn't derived from the Schrödinger equation.

```lean
/-- Energy of the hydrogen level `n ≥ 1`, measured from the ionisation threshold,
with `R` the Rydberg energy. -/
def level (R : ℝ) (n : ℕ) : ℝ := -R / (n : ℝ) ^ 2
```

Q: And the degeneracy? I would object if $n^2$ were simply written down.

A: It is counted. Level $n$ contains the orbital quantum numbers $l = 0, \dots, n-1$, each with $2l+1$ states. `Finset.range n` is exactly that range of $l$. Spin is left out, as are fine structure and the continuum.

```lean
/-- Number of spinless bound states in level `n`: each `l < n` contributes `2 l + 1`. -/
def degeneracy (n : ℕ) : ℕ := ∑ l ∈ Finset.range n, (2 * l + 1)
```

Q: Then the Boltzmann factor follows as usual?

A: Yes. Let $b = 1/(k_B T)$ be the inverse temperature and $g_n$ the degeneracy. The statistical weight of level $n$ is $w_n = g_n e^{-bE_n}$, which is `weight b R n`.

```lean
/-- Statistical weight of level `n ≥ 1` at inverse temperature `b`:
degeneracy times Boltzmann factor. -/
def weight (b R : ℝ) (n : ℕ) : ℝ := (degeneracy n : ℝ) * Real.exp (-b * level R n)
```

The partition function with cutoff $N$ is $Z_N = \sum_{n=1}^{N} w_n$. In Lean, `Finset.Icc 1 N` is the set of integers from 1 to $N$, both ends included.

```lean
/-- Electronic partition function cut off after level `N`. -/
def partitionSum (b R : ℝ) (N : ℕ) : ℝ := ∑ n ∈ Finset.Icc 1 N, weight b R n
```

The population of level $n$ is $p_n(N) = w_n/Z_N$, a normalised probability when $1 \le n \le N$. Note the order of the arguments in `population b R n N`: the level comes first, then the cutoff.

```lean
/-- Equilibrium population of level `n` when the levels `1, ..., N` are kept,
for `1 ≤ n ≤ N`. -/
def population (b R : ℝ) (n N : ℕ) : ℝ := weight b R n / partitionSum b R N
```

Q: Does the choice of zero influence the conclusion?

A: It changes a prefactor. With the ground level as zero, every weight is multiplied by $e^{-bR}$, and so is $Z_N$. The populations stay the same, and so does the growth as $N^3$. The coefficient $1/3$ below belongs to the threshold convention.

Q: Now show me the derivation, beginning with the count of states.

A: Adding the next value of $l$ to the sum for level $n$ gives $g_{n+1} = g_n + (2n+1)$. If $g_n = n^2$, then $g_{n+1} = n^2 + 2n + 1 = (n+1)^2$, and the empty sum gives $g_0 = 0$. The Lean proof is this induction: `Finset.sum_range_succ` splits off the last term and `ring` completes the square.

```lean
/-- Level `n` holds `n ^ 2` spinless states. -/
theorem degeneracy_eq (n : ℕ) : degeneracy n = n ^ 2 := by
  induction n with
  | zero => simp [degeneracy]
  | succ n ih =>
    have hs : degeneracy (n + 1) = degeneracy n + (2 * n + 1) :=
      Finset.sum_range_succ _ _
    rw [hs, ih]
    ring
```

Since $-bE_n = bR/n^2$, the weight becomes
$$w_n = n^2 e^{bR/n^2}.$$

```lean
/-- The statistical weight of level `n` is `n ^ 2 * exp (b R / n ^ 2)`. -/
theorem weight_eq (b R : ℝ) (n : ℕ) :
    weight b R n = (n : ℝ) ^ 2 * Real.exp (b * R / (n : ℝ) ^ 2) := by
  have h : -b * (-R / (n : ℝ) ^ 2) = b * R / (n : ℝ) ^ 2 := by ring
  rw [weight, level, degeneracy_eq, h, Nat.cast_pow]
```

Q: The exponential is large for the ground level. How do you control it for all levels together?

A: First with a crude bound. For $n \ge 1$ we have $bR/n^2 \le bR$, hence $e^{bR/n^2} \le e^{bR}$. In physical terms, no level has a larger Boltzmann factor than the ground level.

```lean
/-- For `b, R > 0` no level has a larger Boltzmann factor than the ground level. -/
theorem boltzmann_le {b R : ℝ} (hb : 0 < b) (hR : 0 < R) {n : ℕ} (hn : 1 ≤ n) :
    Real.exp (b * R / (n : ℝ) ^ 2) ≤ Real.exp (b * R) := by
  have h1 : (1 : ℝ) ≤ (n : ℝ) := by exact_mod_cast hn
  have h2 : (1 : ℝ) ≤ (n : ℝ) ^ 2 := by nlinarith
  exact Real.exp_le_exp.mpr (div_le_self (mul_pos hb hR).le h2)
```

Q: That alone would give $w_n \le n^2 e^{bR}$, which is too weak to produce a coefficient of $1/3$.

A: Right, so we need to see that the excess of $w_n$ over $n^2$ stays bounded. Put $y = bR/n^2$. From $1 - y \le e^{-y}$, multiplication by $e^y$ gives $(1-y)e^y \le 1$, that is, $e^y \le 1 + y e^y$. Multiply by $n^2$ and use $n^2 y = bR$:
$$w_n = n^2 e^y \le n^2 + bR\,e^y \le n^2 + bR\,e^{bR}.$$
Because $y \ge 0$, we also have $e^y \ge 1$ and so $w_n \ge n^2$. With $C = bR\,e^{bR}$, the result is $n^2 \le w_n \le n^2 + C$, where $C$ doesn't depend on $n$.

The Lean proof follows the same lines. `generalize` replaces the quotient by the letter `y` after `hmy` has recorded that $n^2 y = bR$, `Real.add_one_le_exp` supplies $1 - y \le e^{-y}$, and the `calc` block is the displayed chain.

```lean
/-- For `b, R > 0` the weight of a level exceeds its degeneracy `n ^ 2` by at most
`b R exp (b R)`, a bound that does not depend on `n`. -/
theorem weight_bounds {b R : ℝ} (hb : 0 < b) (hR : 0 < R) {n : ℕ} (hn : 1 ≤ n) :
    (n : ℝ) ^ 2 ≤ weight b R n ∧
      weight b R n ≤ (n : ℝ) ^ 2 + b * R * Real.exp (b * R) := by
  have hx : 0 < b * R := mul_pos hb hR
  have hn0 : (0 : ℝ) < (n : ℝ) := by exact_mod_cast hn
  have hm : (0 : ℝ) < (n : ℝ) ^ 2 := by positivity
  have hle := boltzmann_le hb hR hn
  rw [weight_eq]
  have hy : 0 ≤ b * R / (n : ℝ) ^ 2 := by positivity
  have hmy : (n : ℝ) ^ 2 * (b * R / (n : ℝ) ^ 2) = b * R := by field_simp
  generalize b * R / (n : ℝ) ^ 2 = y at hle hy hmy ⊢
  constructor
  · exact le_mul_of_one_le_right hm.le (Real.one_le_exp hy)
  · -- exp y ≤ 1 + y exp y follows from 1 - y ≤ exp (-y)
    have h1 := mul_le_mul_of_nonneg_right (Real.add_one_le_exp (-y)) (Real.exp_pos y).le
    have h2 : Real.exp (-y) * Real.exp y = 1 := by
      rw [← Real.exp_add, neg_add_cancel, Real.exp_zero]
    have h3 : Real.exp y ≤ 1 + y * Real.exp y := by linarith
    calc (n : ℝ) ^ 2 * Real.exp y ≤ (n : ℝ) ^ 2 * (1 + y * Real.exp y) :=
          mul_le_mul_of_nonneg_left h3 hm.le
      _ = (n : ℝ) ^ 2 + ((n : ℝ) ^ 2 * y) * Real.exp y := by ring
      _ = (n : ℝ) ^ 2 + b * R * Real.exp y := by rw [hmy]
      _ ≤ (n : ℝ) ^ 2 + b * R * Real.exp (b * R) := by
          linarith [mul_le_mul_of_nonneg_left hle hx.le]
```

Q: Then you sum over the levels.

A: The sum of $n^2$ from 1 to $N$ is the number of states kept,
$$S_N = \frac{N(N+1)(2N+1)}{6},$$
and the excesses add up to at most $NC$. Therefore
$$S_N \le Z_N \le S_N + NC.$$
Lean proves both inequalities by induction on $N$. The step adds the weight of level $N+1$, and $S_{N+1} - S_N = (N+1)^2$ makes the bounds fit. `nlinarith` does that algebra. At $N = 0$ all three expressions are zero.

```lean
/-- For `b, R > 0` the partition function exceeds the number of states kept,
`N (N + 1) (2 N + 1) / 6`, by at most `N b R exp (b R)`. -/
theorem partitionSum_bounds {b R : ℝ} (hb : 0 < b) (hR : 0 < R) (N : ℕ) :
    (N : ℝ) * (N + 1) * (2 * N + 1) / 6 ≤ partitionSum b R N ∧
      partitionSum b R N ≤
        (N : ℝ) * (N + 1) * (2 * N + 1) / 6 + N * (b * R * Real.exp (b * R)) := by
  induction N with
  | zero => simp [partitionSum]
  | succ N ih =>
    have hs : partitionSum b R (N + 1) = partitionSum b R N + weight b R (N + 1) :=
      Finset.sum_Icc_succ_top (by omega) _
    obtain ⟨h1, h2⟩ := weight_bounds hb hR (show 1 ≤ N + 1 by omega)
    obtain ⟨h3, h4⟩ := ih
    rw [hs]
    push_cast at h1 h2 ⊢
    constructor <;> nlinarith
```

Q: So the thermal factor affects only a term linear in $N$, while the count of states is cubic?

A: Yes, at fixed temperature. Expanding gives $S_N = N^3/3 + N^2/2 + N/6$. For $N \ge 1$, division by $N^3$ gives
$$\frac13 \le \frac{Z_N}{N^3} \le \frac13 + \frac{1}{2N} + \frac{1}{6N^2} + \frac{C}{N^2} \le \frac13 + \frac{1+C}{N}.$$
Both outer expressions tend to $1/3$, so $Z_N/N^3 \to 1/3$.

In the Lean statement, `Tendsto ... atTop (𝓝 (1 / 3))` says that the function of $N$ approaches $1/3$ as $N \to \infty$. The hypotheses `hb` and `hR` say $b > 0$ and $R > 0$: a finite positive temperature and an attractive Coulomb spectrum. The long lemma name starting with `tendsto_of_tendsto_of_tendsto` is the squeeze theorem, and the two bullets prove the lower and upper bounds for $N \ge 1$.

```lean
/-- For `b, R > 0` the partition function cut off after level `N` grows as `N ^ 3 / 3`. -/
theorem partitionSum_div_cube_tendsto {b R : ℝ} (hb : 0 < b) (hR : 0 < R) :
    Tendsto (fun N : ℕ => partitionSum b R N / (N : ℝ) ^ 3) atTop (𝓝 (1 / 3)) := by
  have hC : 0 < b * R * Real.exp (b * R) := by positivity
  have hup : Tendsto (fun N : ℕ => 1 / 3 + (1 + b * R * Real.exp (b * R)) / (N : ℝ))
      atTop (𝓝 (1 / 3)) := by
    simpa using (tendsto_const_div_atTop_nhds_zero_nat
      (1 + b * R * Real.exp (b * R))).const_add (1 / 3 : ℝ)
  refine tendsto_of_tendsto_of_tendsto_of_le_of_le' tendsto_const_nhds hup ?_ ?_
  · filter_upwards [eventually_ge_atTop 1] with N hN
    have hN1 : (1 : ℝ) ≤ (N : ℝ) := by exact_mod_cast hN
    have hN3 : (0 : ℝ) < (N : ℝ) ^ 3 := pow_pos (by linarith) 3
    rw [le_div_iff₀ hN3]
    nlinarith [(partitionSum_bounds hb hR N).1]
  · filter_upwards [eventually_ge_atTop 1] with N hN
    have hN1 : (1 : ℝ) ≤ (N : ℝ) := by exact_mod_cast hN
    have hN0 : (0 : ℝ) < (N : ℝ) := by linarith
    have hN3 : (0 : ℝ) < (N : ℝ) ^ 3 := pow_pos hN0 3
    have h := (partitionSum_bounds hb hR N).2
    generalize b * R * Real.exp (b * R) = C at hC h ⊢
    have he : (1 / 3 + (1 + C) / (N : ℝ)) * (N : ℝ) ^ 3
        = (N : ℝ) ^ 3 / 3 + (1 + C) * (N : ℝ) ^ 2 := by
      have hc : (1 + C) / (N : ℝ) * (N : ℝ) = 1 + C := div_mul_cancel₀ _ hN0.ne'
      linear_combination (N : ℝ) ^ 2 * hc
    have hsq : (N : ℝ) ≤ (N : ℝ) ^ 2 := by nlinarith
    rw [div_le_iff₀ hN3, he]
    nlinarith [mul_le_mul_of_nonneg_left hsq hC.le]
```

Q: I want the divergence of $Z_N$ itself, since the populations have it in the denominator.

A: A weak lower bound is enough. For $N \ge 1$,
$$S_N - N = \frac{N(N-1)(2N+5)}{6} \ge 0,$$
so $Z_N \ge S_N \ge N$, and $Z_N \to \infty$. The term `hp` in the proof is the non-negativity of this product, and `tendsto_atTop_mono'` is the comparison with $N$.

```lean
/-- For `b, R > 0` the partition function grows without bound as the cutoff is removed. -/
theorem partitionSum_tendsto_atTop {b R : ℝ} (hb : 0 < b) (hR : 0 < R) :
    Tendsto (partitionSum b R) atTop atTop := by
  refine tendsto_atTop_mono' atTop ?_ (tendsto_natCast_atTop_atTop (R := ℝ))
  filter_upwards [eventually_ge_atTop 1] with N hN
  have hN1 : (0 : ℝ) ≤ (N : ℝ) - 1 := sub_nonneg.mpr (by exact_mod_cast hN)
  have hp : (0 : ℝ) ≤ (N : ℝ) * ((N : ℝ) - 1) * (2 * N + 5) :=
    mul_nonneg (mul_nonneg (Nat.cast_nonneg N) hN1) (by positivity)
  nlinarith [(partitionSum_bounds hb hR N).1]
```

Q: And the ground level loses its population?

A: For a fixed level $n$ the numerator $w_n$ doesn't depend on $N$, while the denominator grows without bound. Hence $p_n(N) = w_n/Z_N \to 0$. For the ground level this reads $e^{bR}/Z_N \to 0$. The Lean proof is that one line: a constant divided by something that tends to infinity.

```lean
/-- For `b, R > 0` the population of every fixed level, the ground level `n = 1` included,
tends to zero as the cutoff is removed. -/
theorem population_tendsto_zero {b R : ℝ} (hb : 0 < b) (hR : 0 < R) (n : ℕ) :
    Tendsto (population b R n) atTop (𝓝 0) :=
  (partitionSum_tendsto_atTop hb hR).const_div_atTop (weight b R n)
```

Q: Yet cold hydrogen sits in its ground level. Doesn't the theorem contradict that?

A: No, because the limit is taken at fixed temperature, and the cutoff needed to see it depends strongly on $bR$. The ground level dominates as long as $e^{bR}$ is much larger than $N^3/3$. The colder the gas, the larger $bR$ and the higher the cutoff at which this fails. Take a hot gas with $bR = 10$, so that the ground-level weight is about $22026$:

| $N$ | $Z_N$ | ground-level population |
|---|---|---|
| 10 | $2.26 \times 10^4$ | 0.977 |
| 100 | $3.61 \times 10^5$ | 0.061 |
| 1000 | $3.34 \times 10^8$ | $6.6 \times 10^{-5}$ |

With ten levels the gas looks as you expect. With a thousand, almost all the probability sits in highly excited levels, at the same temperature.

Q: In what sense is the partition function then ill defined, as opposed to merely large?

A: The finite sums have no finite limit, so there is no number to call the partition function of the full bound spectrum. The populations don't rescue it. At each finite $N$ they add up to one, but level by level they all tend to zero, and a list of zeros is not a probability distribution. A finite answer needs a cutoff or some other change to the model.

Q: Where would I meet this in an actual calculation?

A: In the ionisation balance of a hydrogen plasma, for example. A simple program might read a table of levels, form $n^2 e^{bR/n^2}$ for each, and add them up to some highest level. In the ideal-gas Saha equation, at fixed temperature and electron density, the ratio of ions to neutral atoms is inversely proportional to this sum. The last row of the table above would therefore give a ratio nearly 15 000 times smaller than the first, although the only change is the length of the level list. For this non-interacting, spinless model, the highest level retained is thus a physical input to the simulation.

Q: How sensitive is the sum to that input?

A: Once the cutoff is high enough, doubling it multiplies the sum by nearly 8. Write
$$\frac{Z_{2N}}{Z_N} = 8\,\frac{Z_{2N}/(2N)^3}{Z_N/N^3}.$$
Numerator and denominator of the fraction on the right both tend to $1/3$, so the ratio tends to $8$. At $bR = 10$ the factor is only about 1.11 from $N = 10$ to $N = 20$, where the ground level still dominates, but it is 7.99 from $N = 1000$ to $N = 2000$. In the Saha ratio, that second doubling divides the ions per neutral atom by almost 8.

The Lean proof composes the cubic limit with $N \mapsto 2N$, divides by the original limit and multiplies by 8. The remaining lines check that this expression equals $Z_{2N}/Z_N$ once $N \ge 1$ and $Z_N > 0$.

```lean
/-- For `b, R > 0` doubling a high cutoff multiplies the partition function by a factor
that tends to 8. -/
theorem double_cutoff_tendsto {b R : ℝ} (hb : 0 < b) (hR : 0 < R) :
    Tendsto (fun N : ℕ => partitionSum b R (2 * N) / partitionSum b R N) atTop (𝓝 8) := by
  have h := partitionSum_div_cube_tendsto hb hR
  have h2 : Tendsto (fun N : ℕ => 2 * N) atTop atTop :=
    tendsto_atTop_mono (fun N => show N ≤ 2 * N by omega) tendsto_id
  have h3 := ((h.comp h2).div h (by norm_num)).const_mul 8
  have h8 : (8 : ℝ) * (1 / 3 / (1 / 3)) = 8 := by norm_num
  rw [h8] at h3
  refine h3.congr' ?_
  filter_upwards [eventually_ge_atTop 1,
    (partitionSum_tendsto_atTop hb hR).eventually_gt_atTop 0] with N hN hZ
  have hN0 : (N : ℝ) ≠ 0 := by
    have : N ≠ 0 := by omega
    exact_mod_cast this
  have hZ0 := hZ.ne'
  simp only [Pi.div_apply, Function.comp_apply, Nat.cast_mul, Nat.cast_ofNat]
  rw [div_div_div_eq, ← mul_div_assoc, div_eq_div_iff
    (mul_ne_zero (pow_ne_zero 3 (mul_ne_zero two_ne_zero hN0)) hZ0) hZ0]
  ring

end

end HydrogenPartitionFunction
```

```lean
#print axioms HydrogenPartitionFunction.partitionSum_div_cube_tendsto
#print axioms HydrogenPartitionFunction.population_tendsto_zero
#print axioms HydrogenPartitionFunction.double_cutoff_tendsto
```

```
'HydrogenPartitionFunction.partitionSum_div_cube_tendsto' depends on axioms: [propext, Classical.choice, Quot.sound]
'HydrogenPartitionFunction.population_tendsto_zero' depends on axioms: [propext, Classical.choice, Quot.sound]
'HydrogenPartitionFunction.double_cutoff_tendsto' depends on axioms: [propext, Classical.choice, Quot.sound]
```

Q: Does any of this tell me which cutoff to use?

A: No. The theorems concern unperturbed levels with a sharp cutoff, and $N$ is a free integer in them. A cutoff that represents the surroundings has to come from a description of them: the density, the screening and the fields of neighbouring charges. What you can take from the result is that adding more isolated-atom levels to the plain sum never makes it settle on a value.
